# The worst starting error for k Krylov steps on k+1 distinct positive eigenvalues

To ask what fraction of the starting error $k$ steps of the conjugate gradient method can leave in a linear system with matrix $A$, when that starting error is as unfavourable as possible, one must choose what stands for the $k$ steps. Here it is a set of polynomials. Let $A$ be symmetric and positive definite, and let $e$ be the exact solution minus the starting guess. The candidates for the error after $k$ steps are the vectors $p(A)e$, where $p$ is a real polynomial of degree at most $k$ with $p(0)=1$, and the best candidate has the smallest $E(p(A)e)$, where $E(v)=v^{T}Av$.

The step from this model to the algorithm is the known optimality of conjugate gradients: without rounding, the $k$-th iterate has exactly this smallest error. It is taken over here and not derived. Defining the iterates by their recurrences would put the algorithm itself into the statement. The minimum would be the same, but the proof would also need that optimality, and a convention for runs that converge early.

Conjugate gradients serves for discretised Poisson equations and for positive definite linear-response equations in electronic structure; the result concerns such systems when the matrix has dimension $k+1$ and no degenerate eigenvalues, one step before the method must terminate in exact arithmetic.

## Amplitudes, weights and energy

The matrix is written in its orthonormal eigenbasis, so $A=\mathrm{diag}(l_0,\dots,l_k)$. The letter $l_i$ replaces the usual $\lambda_i$, and the index type `Fin (k + 1)` runs from $0$ to $k$.

In Lean 4 with Mathlib:

```lean
import Mathlib

open Polynomial Matrix

namespace KrylovWorstStart

noncomputable section

variable {k : ℕ}
```

Each eigenvalue gets an amplitude $c_i=\prod_{j\neq i} l_j/|l_j-l_i|$.

```lean
/-- The amplitude `c_i`, the product over `j ≠ i` of `l_j / |l_j - l_i|`, for distinct
eigenvalues `l`. -/
def amp (l : Fin (k + 1) → ℝ) (i : Fin (k + 1)) : ℝ :=
  ∏ j ∈ Finset.univ.erase i, l j / |l j - l i|
```

Their sum is $S=\sum_i c_i$, and the weights are $w_i=c_i/S$.

```lean
/-- The sum `S` of all amplitudes, for distinct eigenvalues. -/
def totalAmp (l : Fin (k + 1) → ℝ) : ℝ := ∑ i, amp l i

/-- The spectral weights `w_i = c_i / S`, for distinct positive eigenvalues. -/
def worstWeight (l : Fin (k + 1) → ℝ) (i : Fin (k + 1)) : ℝ := amp l i / totalAmp l
```

The admissible polynomials form a set, written $P_k$ below. For any weights there is a spectral sum of squares.

```lean
/-- The polynomials available to a Krylov method after `k` steps: degree at most `k` and
value one at zero. -/
def residualPolys (k : ℕ) : Set ℝ[X] := {p | p.natDegree ≤ k ∧ p.eval 0 = 1}

/-- The spectral sum of `w_i p(l_i)²`. -/
def weightedError (l w : Fin (k + 1) → ℝ) (p : ℝ[X]) : ℝ := ∑ i, w i * (p.eval (l i)) ^ 2
```

The function `energy` is $E$, the square of the energy norm, without a factor $\tfrac12$.

```lean
/-- The quadratic form `eᵀ A e`; for symmetric positive definite `A` it is the squared energy norm
of `e`. -/
def energy (A : Matrix (Fin (k + 1)) (Fin (k + 1)) ℝ) (e : Fin (k + 1) → ℝ) : ℝ :=
  e ⬝ᵥ (A *ᵥ e)
```

The last definition is a particular starting error, $e^*_i=\sqrt{w_i/l_i}$.

```lean
/-- The starting error with components `sqrt (w_i / l_i)` in the eigenbasis, for distinct
positive eigenvalues. -/
def worstError (l : Fin (k + 1) → ℝ) (i : Fin (k + 1)) : ℝ := √(worstWeight l i / l i)
```

In the parts below the eigenvalues are positive (`hpos`) and distinct (`hinj`), except where stated.

## (a) Amplitudes as values at zero

Let $L_i(x)=\prod_{j\ne i}(x-l_j)/(l_i-l_j)$ be the Lagrange basis polynomials. Show that
$$c_i>0,\qquad |L_i(0)|=c_i .$$

**Solution.** At zero, $L_i(0)=\prod_{j\neq i}(-l_j)/(l_i-l_j)$. Taking absolute values factor by factor, with $l_j>0$, gives $\prod_{j\ne i} l_j/|l_j-l_i|=c_i$. Every factor is positive because the eigenvalues are positive and distinct. For $k=0$ the product is empty and $c_0=1$.

```lean
/-- For distinct positive eigenvalues each amplitude is positive, and it is the absolute value
at zero of the Lagrange basis polynomial of that eigenvalue. -/
theorem amp_pos_and_eq_basis {l : Fin (k + 1) → ℝ} (hpos : ∀ i, 0 < l i)
    (hinj : Function.Injective l) (i : Fin (k + 1)) :
    0 < amp l i ∧ |(Lagrange.basis Finset.univ l i).eval 0| = amp l i := by
  constructor
  · refine Finset.prod_pos fun j hj => div_pos (hpos j) (abs_pos.mpr (sub_ne_zero.mpr ?_))
    exact fun h => Finset.ne_of_mem_erase hj (hinj h)
  · rw [Lagrange.basis, eval_prod, Finset.abs_prod, amp]
    refine Finset.prod_congr rfl fun j _ => ?_
    rw [Lagrange.basisDivisor, eval_mul, eval_C, eval_sub, eval_X, eval_C, abs_mul, abs_inv,
      zero_sub, abs_neg, abs_of_pos (hpos j), abs_sub_comm (l i) (l j), div_eq_mul_inv, mul_comm]
```

The two bullets of the proof are these two claims: `Finset.prod_pos` handles the sign, and `Finset.prod_congr` compares the factors.

## (b) The sign of the sum

Show that $S>0$.

**Solution.** $S$ is a sum of $k+1\ge 1$ terms, each positive by (a).

```lean
/-- For distinct positive eigenvalues the sum of the amplitudes is positive. -/
theorem totalAmp_pos {l : Fin (k + 1) → ℝ} (hpos : ∀ i, 0 < l i)
    (hinj : Function.Injective l) : 0 < totalAmp l :=
  Finset.sum_pos (fun i _ => (amp_pos_and_eq_basis hpos hinj i).1) Finset.univ_nonempty
```

## (c) A lower bound for the polynomial's values at the eigenvalues

For $p\in P_k$, show that
$$1\le\sum_i c_i\,|p(l_i)| .$$

**Solution.** A polynomial of degree at most $k$ is fixed by its values at $k+1$ points, so $p(x)=\sum_i p(l_i)L_i(x)$. At $x=0$ this reads $1=\sum_i p(l_i)L_i(0)$. The triangle inequality and (a) give
$$1\le\sum_i|p(l_i)|\,|L_i(0)|=\sum_i c_i|p(l_i)| .$$

```lean
/-- For distinct positive eigenvalues, a polynomial of degree at most `k` with value one at zero
obeys a lower bound on the spectrum: the sum of `c_i |p(l_i)|` is at least one. -/
theorem one_le_sum_amp {l : Fin (k + 1) → ℝ} (hpos : ∀ i, 0 < l i)
    (hinj : Function.Injective l) {p : ℝ[X]} (hp : p ∈ residualPolys k) :
    1 ≤ ∑ i, amp l i * |p.eval (l i)| := by
  have hdeg : p.degree < (Finset.univ : Finset (Fin (k + 1))).card := by
    rw [Finset.card_univ, Fintype.card_fin]
    exact lt_of_le_of_lt degree_le_natDegree (by exact_mod_cast Nat.lt_succ_of_le hp.1)
  -- evaluate the interpolation formula at zero
  have h := congrArg (fun q : ℝ[X] => q.eval 0)
    (Lagrange.eq_interpolate (hinj.injOn) hdeg)
  simp only [Lagrange.interpolate_apply, Polynomial.eval_finsetSum, eval_mul, eval_C, hp.2] at h
  calc (1 : ℝ) = |∑ i, p.eval (l i) * (Lagrange.basis Finset.univ l i).eval 0| := by
        rw [← h, abs_one]
    _ ≤ ∑ i, |p.eval (l i) * (Lagrange.basis Finset.univ l i).eval 0| :=
        Finset.abs_sum_le_sum_abs _ _
    _ = ∑ i, amp l i * |p.eval (l i)| := by
        refine Finset.sum_congr rfl fun i _ => ?_
        rw [abs_mul, (amp_pos_and_eq_basis hpos hinj i).2, mul_comm]
```

Here `hdeg` supplies the degree condition for interpolation, `h` is the formula at zero, and the `calc` block is the triangle inequality followed by (a).

## (d) A polynomial of equal size on the spectrum

Find $p\in P_k$ such that, for every $i$,
$$p(l_i)^2=\frac1{S^2}.$$

**Solution.** Prescribe the values $r_i=L_i(0)/(c_iS)$, which are $\pm1/S$ by (a), and interpolate: $p=\sum_i r_iL_i$. The degree is at most $k$, and $p(l_i)^2=r_i^2=1/S^2$. At zero,
$$p(0)=\sum_i\frac{L_i(0)^2}{c_iS}=\sum_i\frac{c_i}{S}=1 .$$

```lean
/-- For distinct positive eigenvalues some polynomial of degree at most `k` with value one at
zero has the same square `1 / S²` at every eigenvalue. -/
theorem exists_levelled {l : Fin (k + 1) → ℝ} (hpos : ∀ i, 0 < l i)
    (hinj : Function.Injective l) :
    ∃ p ∈ residualPolys k, ∀ i, (p.eval (l i)) ^ 2 = 1 / totalAmp l ^ 2 := by
  have hS := (totalAmp_pos hpos hinj).ne'
  have hc := fun i => (amp_pos_and_eq_basis hpos hinj i).1.ne'
  have hb : ∀ i, ((Lagrange.basis Finset.univ l i).eval 0) ^ 2 = amp l i ^ 2 := fun i => by
    rw [← (amp_pos_and_eq_basis hpos hinj i).2, sq_abs]
  -- prescribed values: the sign of the basis polynomial at zero, divided by S
  let r : Fin (k + 1) → ℝ := fun i =>
    (Lagrange.basis Finset.univ l i).eval 0 / (amp l i * totalAmp l)
  refine ⟨Lagrange.interpolate Finset.univ l r, ⟨?_, ?_⟩, fun i => ?_⟩
  · have hd := Lagrange.degree_interpolate_lt (s := Finset.univ) r hinj.injOn
    rw [Finset.card_univ, Fintype.card_fin, degree_lt_iff_coeff_zero] at hd
    exact natDegree_le_iff_coeff_eq_zero.mpr fun N hN => hd N hN
  · simp only [Lagrange.interpolate_apply, Polynomial.eval_finsetSum, eval_mul, eval_C]
    have hterm : ∀ i, r i * (Lagrange.basis Finset.univ l i).eval 0
        = amp l i / totalAmp l := fun i => by
      have hi := hc i
      calc r i * (Lagrange.basis Finset.univ l i).eval 0
          = ((Lagrange.basis Finset.univ l i).eval 0) ^ 2 / (amp l i * totalAmp l) := by
            simp only [r]; ring
        _ = amp l i / totalAmp l := by rw [hb i]; field_simp
    rw [Finset.sum_congr rfl fun i _ => hterm i, ← Finset.sum_div]
    exact div_self hS
  · have hi := hc i
    rw [Lagrange.eval_interpolate_at_node r hinj.injOn (Finset.mem_univ i)]
    simp only [r]
    rw [div_pow, hb i]
    field_simp
```

The quotient `r` carries the sign of $L_i(0)$ without a sign function. The three goals after `refine` are the degree, the value at zero and the squares at the eigenvalues.

## (e) The minimum of the weighted sum

Show that
$$\min_{p\in P_k}\sum_i w_i\,p(l_i)^2=\frac1{S^2}.$$

**Solution.** The weights add up to one, so the polynomial of (d) gives the value $1/S^2$. For any other $p\in P_k$, start from a sum of squares:
$$0\le\sum_i w_i\Big(|p(l_i)|-\frac1S\Big)^2=\sum_i w_ip(l_i)^2-\frac{2}{S^2}\sum_i c_i|p(l_i)|+\frac1{S^2}.$$
The middle sum is at least one by (c). Hence $\sum_i w_ip(l_i)^2\ge 2/S^2-1/S^2=1/S^2$.

```lean
/-- For distinct positive eigenvalues and weights `w_i = c_i / S`, the minimum of the sum of
`w_i p(l_i)²` over polynomials of degree at most `k` with `p(0) = 1` is exactly `1 / S²`. -/
theorem isLeast_weightedError {l : Fin (k + 1) → ℝ} (hpos : ∀ i, 0 < l i)
    (hinj : Function.Injective l) :
    IsLeast (weightedError l (worstWeight l) '' residualPolys k) (1 / totalAmp l ^ 2) := by
  have hS := totalAmp_pos hpos hinj
  have hw : ∑ i, worstWeight l i = 1 := by
    simp only [worstWeight]
    rw [← Finset.sum_div]
    exact div_self hS.ne'
  constructor
  · obtain ⟨p, hp, hlev⟩ := exists_levelled hpos hinj
    refine ⟨p, hp, ?_⟩
    simp only [weightedError, hlev]
    rw [← Finset.sum_mul, hw, one_mul]
  · rintro _ ⟨p, hp, rfl⟩
    have h1 := one_le_sum_amp hpos hinj hp
    -- tangent-line bound for the square at the common level 1 / S
    have h2 : ∑ i, (2 / totalAmp l ^ 2 * (amp l i * |p.eval (l i)|)
        - worstWeight l i * (1 / totalAmp l ^ 2)) ≤ weightedError l (worstWeight l) p := by
      refine Finset.sum_le_sum fun i _ => ?_
      have h3 : 0 ≤ worstWeight l i * (|p.eval (l i)| - 1 / totalAmp l) ^ 2 :=
        mul_nonneg (div_pos (amp_pos_and_eq_basis hpos hinj i).1 hS).le (sq_nonneg _)
      have h4 : worstWeight l i * (|p.eval (l i)| - 1 / totalAmp l) ^ 2
          = worstWeight l i * |p.eval (l i)| ^ 2
            - (2 / totalAmp l ^ 2 * (amp l i * |p.eval (l i)|)
              - worstWeight l i * (1 / totalAmp l ^ 2)) := by
        simp only [worstWeight]; ring
      rw [h4, sq_abs] at h3
      linarith
    rw [Finset.sum_sub_distrib, ← Finset.mul_sum, ← Finset.sum_mul, hw] at h2
    have h5 := mul_le_mul_of_nonneg_left h1 (by positivity : 0 ≤ 2 / totalAmp l ^ 2)
    have h6 : 2 / totalAmp l ^ 2 = 2 * (1 / totalAmp l ^ 2) := by ring
    linarith
```

`IsLeast` says that the number belongs to the set of attainable values and is a lower bound for it. In the second half, `h4` expands the square, `h2` sums over the spectrum, and `h5` inserts (c).

## (f) Energy as a spectral sum

For any real $l_i$, any vector $e$ and any real polynomial $p$, show that
$$E(p(A)e)=\sum_i l_i e_i^2\,p(l_i)^2 .$$

**Solution.** Powers and sums of diagonal matrices are taken entry by entry, so $p(A)=\mathrm{diag}(p(l_i))$. The vector $p(A)e$ has components $p(l_i)e_i$, and its energy is $\sum_i l_i\,(p(l_i)e_i)^2$.

```lean
/-- For `A = diagonal l` with any real `l_i`, the value of `vᵀ A v` at `v = p(A) e` is the sum of
`l_i e_i² p(l_i)²`. -/
theorem energy_aeval (l e : Fin (k + 1) → ℝ) (p : ℝ[X]) :
    energy (diagonal l) (aeval (diagonal l) p *ᵥ e)
      = weightedError l (fun i => l i * e i ^ 2) p := by
  have h : aeval (diagonal l) p = diagonal (fun i => p.eval (l i)) := by
    induction p using Polynomial.induction_on' with
    | add p q hp hq => rw [map_add, hp, hq, Matrix.diagonal_add]; simp only [eval_add]
    | monomial n a =>
      rw [aeval_monomial, Matrix.diagonal_pow, Matrix.algebraMap_eq_diagonal,
        Matrix.diagonal_mul_diagonal]
      simp [eval_monomial]
  rw [h]
  simp only [energy, weightedError, dotProduct, Matrix.mulVec_diagonal]
  exact Finset.sum_congr rfl fun i _ => by ring
```

The matrix $p(A)$ is `aeval (diagonal l) p`, and `*ᵥ` applies it to a vector. The induction treats sums of polynomials and single monomials.

## (g) A guarantee for every start

For every $e$, find $p\in P_k$ with
$$E(p(A)e)=\frac1{S^2}\,E(e).$$

**Solution.** Take $p$ from (d). In (f) each factor $p(l_i)^2$ equals $1/S^2$ and comes out of the sum, leaving $\sum_i l_ie_i^2=E(e)$. The choice of $p$ does not depend on $e$.

```lean
/-- For distinct positive eigenvalues, every starting error can be brought by a polynomial of
degree at most `k` with `p(0) = 1` to `1 / S²` times its initial squared energy norm. -/
theorem every_start_reducible {l : Fin (k + 1) → ℝ} (hpos : ∀ i, 0 < l i)
    (hinj : Function.Injective l) (e : Fin (k + 1) → ℝ) :
    ∃ p ∈ residualPolys k, energy (diagonal l) (aeval (diagonal l) p *ᵥ e)
      = 1 / totalAmp l ^ 2 * energy (diagonal l) e := by
  obtain ⟨p, hp, hlev⟩ := exists_levelled hpos hinj
  refine ⟨p, hp, ?_⟩
  rw [energy_aeval]
  simp only [weightedError, hlev, energy, dotProduct, Matrix.mulVec_diagonal, Finset.mul_sum]
  exact Finset.sum_congr rfl fun i _ => by ring
```

## (h) The start that does no better

Show that the starting error $e^*$ satisfies
$$E(e^*)=1,\qquad \min_{p\in P_k}E(p(A)e^*)=\frac1{S^2}.$$

**Solution.** By construction $l_i(e^*_i)^2=w_i$, so $E(e^*)=\sum_iw_i=1$. With (f), $E(p(A)e^*)=\sum_iw_ip(l_i)^2$, whose minimum is known from (e).

By (g), any start of unit energy can be brought to $1/S^2$. The start $e^*$ can be brought no lower, so it is a worst case. In the energy norm itself the factor is $1/S$.

```lean
/-- For distinct positive eigenvalues, the starting error with components `sqrt (w_i / l_i)` has
unit energy norm, and the least squared energy norm reachable from it with polynomials of degree
at most `k` and `p(0) = 1` is exactly `1 / S²`. -/
theorem worst_starting_error {l : Fin (k + 1) → ℝ} (hpos : ∀ i, 0 < l i)
    (hinj : Function.Injective l) :
    energy (diagonal l) (worstError l) = 1 ∧
    IsLeast ((fun p => energy (diagonal l) (aeval (diagonal l) p *ᵥ worstError l)) ''
      residualPolys k) (1 / totalAmp l ^ 2) := by
  have hS := totalAmp_pos hpos hinj
  have he : ∀ i, l i * worstError l i ^ 2 = worstWeight l i := fun i => by
    have hw : 0 < worstWeight l i := div_pos (amp_pos_and_eq_basis hpos hinj i).1 hS
    rw [worstError, Real.sq_sqrt (div_pos hw (hpos i)).le]
    exact mul_div_cancel₀ _ (hpos i).ne'
  constructor
  · calc energy (diagonal l) (worstError l) = ∑ i, l i * worstError l i ^ 2 := by
          simp only [energy, dotProduct, Matrix.mulVec_diagonal]
          exact Finset.sum_congr rfl fun i _ => by ring
      _ = ∑ i, amp l i / totalAmp l := Finset.sum_congr rfl fun i _ => he i
      _ = 1 := by rw [← Finset.sum_div]; exact div_self hS.ne'
  · have hfun : (fun p => energy (diagonal l) (aeval (diagonal l) p *ᵥ worstError l))
        = weightedError l (worstWeight l) := by
      funext p
      rw [energy_aeval]
      simp only [weightedError, he]
    rw [hfun]
    exact isLeast_weightedError hpos hinj
```

The identity $l_i(e^*_i)^2=w_i$ is `he`. The equation `hfun` then identifies the two functions of $p$, and (e) finishes the proof.

## (i) Two eigenvalues

Let $k=1$ with eigenvalues $a<b$. Show that
$$S\,(b-a)=a+b .$$

**Solution.** Each amplitude has one factor: $c_0=b/(b-a)$ and $c_1=a/(b-a)$. Adding them and multiplying by $b-a$ gives $a+b$.

For $a>0$ the worst-case factor in the energy norm is therefore $1/S=(b-a)/(b+a)$. With the condition number $\kappa=b/a$ this is $(\kappa-1)/(\kappa+1)$, the familiar factor for one step of steepest descent.

```lean
/-- For two eigenvalues `a < b`, the sum `S` of the amplitudes times the gap `b - a` equals
`a + b`. -/
theorem totalAmp_two {a b : ℝ} (hab : a < b) :
    totalAmp (k := 1) ![a, b] * (b - a) = a + b := by
  have h0 : (Finset.univ : Finset (Fin 2)).erase 0 = {1} := by decide
  have h1 : (Finset.univ : Finset (Fin 2)).erase 1 = {0} := by decide
  have hgap : b - a ≠ 0 := (sub_pos.mpr hab).ne'
  have hS : totalAmp (k := 1) ![a, b] = b / |b - a| + a / |a - b| := by
    unfold totalAmp amp
    rw [Fin.sum_univ_two, h0, h1, Finset.prod_singleton, Finset.prod_singleton]
    rfl
  rw [hS, abs_sub_comm a b, abs_of_pos (sub_pos.mpr hab), ← add_div, div_mul_cancel₀ _ hgap,
    add_comm]

end

end KrylovWorstStart
```

The identity itself needs only `hab`, not positivity. The proof evaluates the two one-factor products and removes the absolute values using $b-a>0$.

```lean
#print axioms KrylovWorstStart.every_start_reducible
#print axioms KrylovWorstStart.worst_starting_error
#print axioms KrylovWorstStart.totalAmp_two
```

```
'KrylovWorstStart.every_start_reducible' depends on axioms: [propext, Classical.choice, Quot.sound]
'KrylovWorstStart.worst_starting_error' depends on axioms: [propext, Classical.choice, Quot.sound]
'KrylovWorstStart.totalAmp_two' depends on axioms: [propext, Classical.choice, Quot.sound]
```
